# The Boys function at T + h as a series in its higher orders at T

A table of the Boys function holds values at grid points, while the arguments that arise in a molecule fall between them. Taking the nearest entry gives an error of first order in the distance. With a grid spacing of 0.1, the argument 0.05 lies midway between two entries. If it is read as 0, the table returns $F_0(0)=1$ where the value is about 0.9836. An error of this size passes directly into the Coulomb integrals of electronic-structure calculations with Gaussian basis functions.

The error can be removed with data stored at the same grid point, namely the Boys functions of higher order. For a grid point $T$ and a step $h$,

$$F_m(T+h)=\sum_{k=0}^{\infty}F_{m+k}(T)\,\frac{(-h)^k}{k!}.$$

This holds for every step length, provided that all orders from $m$ upwards are available. A real table stops at some order, and the truncation error that results is not treated here.

## The function and its integrand

For a natural number $m$ and a real number $T$, the Boys function is

$$F_m(T)=\int_0^1 t^{2m}e^{-Tt^2}\,dt .$$

```lean
import Mathlib

open MeasureTheory Topology

namespace BoysTabulation

noncomputable section

/-- The Boys function of order `m` at the real argument `T`: the integral of
`t^(2m) exp(-T t²)` over the unit interval. -/
def boys (m : ℕ) (T : ℝ) : ℝ :=
  ∫ t in (0 : ℝ)..1, t ^ (2 * m) * Real.exp (-T * t ^ 2)
```

In Lean, $F_m(T)$ is `boys m T`. Physical arguments are non-negative, but the definition allows any real `T`, so a step may cross zero. The letter `h` is the displacement from the grid point, not Planck's constant.

The expansion rests on the exponential series $\sum_k x^k/k!=e^x$.

```lean
/-- The exponential series: the terms `x^k/k!` sum to `exp x`. -/
theorem hasSum_exp (x : ℝ) :
    HasSum (fun k : ℕ => x ^ k / (k.factorial : ℝ)) (Real.exp x) := by
  have e : Real.exp x = ∑' k : ℕ, x ^ k / (k.factorial : ℝ) := by
    rw [Real.exp_eq_exp_ℝ, NormedSpace.exp_eq_tsum_div]
  rw [e]
  exact (Real.summable_pow_div_factorial x).hasSum
```

`HasSum` says that the series is summable and names its sum. The lemma puts Mathlib's exponential series into this form.

The proof also uses a bound independent of $t$. For $0\le t\le 1$ we have $t^{2m}\le 1$ and $-Tt^2\le |T|t^2\le |T|$, hence

$$\left|t^{2m}e^{-Tt^2}\right|\le e^{|T|}.$$

```lean
/-- On the unit interval the integrand of every Boys function at `T` is at most `exp |T|`
in absolute value. -/
theorem integrand_bound (m : ℕ) (T : ℝ) {t : ℝ} (h0 : 0 ≤ t) (h1 : t ≤ 1) :
    |t ^ (2 * m) * Real.exp (-T * t ^ 2)| ≤ Real.exp |T| := by
  have hp : t ^ (2 * m) ≤ 1 := pow_le_one₀ h0 h1
  have hs : t ^ 2 ≤ 1 := pow_le_one₀ h0 h1
  have he : -T * t ^ 2 ≤ |T| := by
    have a1 : -T * t ^ 2 ≤ |T| * t ^ 2 :=
      mul_le_mul_of_nonneg_right (neg_le_abs T) (sq_nonneg t)
    have a2 : |T| * t ^ 2 ≤ |T| * 1 := mul_le_mul_of_nonneg_left hs (abs_nonneg T)
    linarith
  rw [abs_of_nonneg (by positivity)]
  calc t ^ (2 * m) * Real.exp (-T * t ^ 2)
      ≤ 1 * Real.exp (-T * t ^ 2) :=
        mul_le_mul_of_nonneg_right hp (Real.exp_pos _).le
    _ ≤ Real.exp |T| := by
        rw [one_mul]
        exact Real.exp_le_exp.mpr he
```

The facts `hp` and `he` are the two inequalities just used, and the `calc` block multiplies them together.

## Stepping off the grid point

Split the exponential at the displaced argument and expand the second factor:

$$t^{2m}e^{-(T+h)t^2}=t^{2m}e^{-Tt^2}\sum_{k=0}^{\infty}\frac{(-h)^k t^{2k}}{k!}
=\sum_{k=0}^{\infty}t^{2(m+k)}e^{-Tt^2}\,\frac{(-h)^k}{k!}.$$

Each factor $t^2$ raises the Boys order by one. On the unit interval the $k$-th term is at most $e^{|T|}|h|^k/k!$ in absolute value, and these bounds have the finite sum $e^{|T|+|h|}$. Dominated convergence therefore allows integration term by term, which gives the series for $F_m(T+h)$.

```lean
/-- Stepping off a grid point: for all real `T` and `h`, the Boys functions of orders
`m, m+1, m+2, …` at `T`, weighted by `(-h)^k/k!`, form a convergent series with sum
`F_m(T+h)`. -/
theorem hasSum_boys_shift (m : ℕ) (T h : ℝ) :
    HasSum (fun k : ℕ => boys (m + k) T * ((-h) ^ k / (k.factorial : ℝ)))
      (boys m (T + h)) := by
  simp only [boys, ← intervalIntegral.integral_mul_const]
  -- exchange sum and integral, with a bound that does not depend on `t`
  refine intervalIntegral.hasSum_integral_of_dominated_convergence
    (fun k _ => Real.exp |T| * (|h| ^ k / (k.factorial : ℝ))) ?_ ?_ ?_ ?_ ?_
  · intro k
    exact Continuous.aestronglyMeasurable (by fun_prop)
  · intro k
    refine Filter.Eventually.of_forall fun t ht => ?_
    rw [Set.uIoc_of_le zero_le_one] at ht
    have hw : |(-h) ^ k / (k.factorial : ℝ)| = |h| ^ k / (k.factorial : ℝ) := by
      rw [abs_div, abs_pow, abs_neg, Nat.abs_cast]
    rw [Real.norm_eq_abs, abs_mul, hw]
    exact mul_le_mul_of_nonneg_right (integrand_bound (m + k) T ht.1.le ht.2)
      (by positivity)
  · exact Filter.Eventually.of_forall fun t _ =>
      (Real.summable_pow_div_factorial |h|).mul_left _
  · exact intervalIntegrable_const
  · -- pointwise, this is the exponential series of `exp(-h t²)`
    refine Filter.Eventually.of_forall fun t _ => ?_
    have key := (hasSum_exp (-h * t ^ 2)).mul_left (t ^ (2 * m) * Real.exp (-T * t ^ 2))
    have e1 : (fun k : ℕ => t ^ (2 * (m + k)) * Real.exp (-T * t ^ 2)
          * ((-h) ^ k / (k.factorial : ℝ)))
        = fun k : ℕ => t ^ (2 * m) * Real.exp (-T * t ^ 2)
          * ((-h * t ^ 2) ^ k / (k.factorial : ℝ)) := by
      funext k
      rw [mul_pow, ← pow_mul, mul_add, pow_add]
      ring
    have e2 : t ^ (2 * m) * Real.exp (-(T + h) * t ^ 2)
        = t ^ (2 * m) * Real.exp (-T * t ^ 2) * Real.exp (-h * t ^ 2) := by
      have e : -(T + h) * t ^ 2 = -T * t ^ 2 + -h * t ^ 2 := by ring
      rw [e, Real.exp_add, mul_assoc]
    have key' : HasSum (fun k : ℕ => t ^ (2 * (m + k)) * Real.exp (-T * t ^ 2)
          * ((-h) ^ k / (k.factorial : ℝ)))
        (t ^ (2 * m) * Real.exp (-(T + h) * t ^ 2)) := by
      rw [e1, e2]
      exact key
    exact key'
```

The theorem has no hypotheses on `m`, `T` or `h`. Its proof first moves the weights inside the integrals. Dominated convergence then leaves five goals: measurability of the terms, the bound, summability of the bound, integrability of its sum, and the pointwise expansion. In the last of these, `e1` collects the powers of $t$ and `e2` splits the exponential.

At the grid point $T=0$ the integrals are elementary, $F_m(0)=1/(2m+1)$, and the series becomes the familiar expansion for small arguments,

$$F_m(h)=\sum_{k=0}^{\infty}\frac{(-h)^k}{k!\,(2m+2k+1)},\qquad F_0(h)=1-\frac{h}{3}+\frac{h^2}{10}-\cdots$$

## The stored orders are derivatives

Differentiating the integrand with respect to $T$ brings down a factor $-t^2$, so

$$F_m'(T)=-\int_0^1 t^{2(m+1)}e^{-Tt^2}\,dt=-F_{m+1}(T).$$

To differentiate under the integral, we bound the derivative of the integrand for all arguments $x$ with $|x-T|<1$. There $|x|\le|T|+1$, and the earlier estimate gives the bound $e^{|T|+1}$.

```lean
/-- The derivative of a Boys function with respect to its argument is minus the Boys
function of the next order. -/
theorem hasDerivAt_boys (m : ℕ) (T : ℝ) :
    HasDerivAt (boys m) (-boys (m + 1) T) T := by
  have key := (intervalIntegral.hasDerivAt_integral_of_dominated_loc_of_deriv_le
    (μ := volume) (a := (0 : ℝ)) (b := 1) (x₀ := T) (s := Metric.ball T 1)
    (F := fun x t : ℝ => t ^ (2 * m) * Real.exp (-x * t ^ 2))
    (F' := fun x t : ℝ => -(t ^ (2 * (m + 1)) * Real.exp (-x * t ^ 2)))
    (bound := fun _ => Real.exp (|T| + 1))
    (Metric.ball_mem_nhds T one_pos)
    (Filter.Eventually.of_forall fun x =>
      Continuous.aestronglyMeasurable (by fun_prop))
    (Continuous.intervalIntegrable (by fun_prop) _ _)
    (Continuous.aestronglyMeasurable (by fun_prop))
    (Filter.Eventually.of_forall fun t ht x hx => by
      rw [Set.uIoc_of_le zero_le_one] at ht
      rw [Metric.mem_ball, Real.dist_eq] at hx
      have hxT := abs_sub_abs_le_abs_sub x T
      rw [norm_neg, Real.norm_eq_abs]
      exact (integrand_bound (m + 1) x ht.1.le ht.2).trans
        (Real.exp_le_exp.mpr (by linarith)))
    intervalIntegrable_const
    (Filter.Eventually.of_forall fun t _ x _ => by
      have h1 : HasDerivAt (fun y : ℝ => -y * t ^ 2) (-t ^ 2) x :=
        ((hasDerivAt_neg x).mul_const (t ^ 2)).congr_deriv (by ring)
      exact (h1.exp.const_mul (t ^ (2 * m))).congr_deriv (by ring))).2
  rw [intervalIntegral.integral_neg] at key
  exact key
```

`HasDerivAt` states that the derivative exists and has the given value. The ball of radius 1 in the proof is the neighbourhood of $T$ just described.

Repeating the differentiation $k$ times gives

$$F_m^{(k)}(T)=(-1)^kF_{m+k}(T).$$

```lean
/-- The `k`-th derivative of `F_m` is `(-1)^k F_(m+k)`: the higher orders at a grid point
are, up to sign, the derivatives there. -/
theorem iteratedDeriv_boys (m k : ℕ) :
    iteratedDeriv k (boys m) = fun T => (-1) ^ k * boys (m + k) T := by
  induction k with
  | zero => simp
  | succ k ih =>
    rw [iteratedDeriv_succ, ih]
    funext T
    rw [((hasDerivAt_boys (m + k) T).const_mul ((-1) ^ k)).deriv, pow_succ, ← add_assoc]
    ring
```

The proof is by induction on `k`, with one use of the previous theorem at each step. Since $F_m^{(k)}(T)\,h^k/k!=F_{m+k}(T)(-h)^k/k!$, the series found above is the Taylor series of $F_m$ about the grid point.

## A calculation between two table entries

Two spherical Gaussian charge distributions of unit charge, with exponents $p$ and $q$ and centres a distance $R$ apart, repel each other with energy $2\sqrt{\alpha/\pi}\,F_0(\alpha R^2)$ in atomic units, where $\alpha=pq/(p+q)$. Suppose that $\alpha R^2=1.23$ and that the table has an entry at $T=1.2$. Then $h=0.03$, and

$$F_0(1.23)\approx F_0(1.2)-0.03\,F_1(1.2)+0.00045\,F_2(1.2)-0.0000045\,F_3(1.2).$$

For higher angular momentum several orders are needed at the same argument $x$. The series can be summed for the highest order alone, and the lower ones follow from $F_m(x)=\bigl(2xF_{m+1}(x)+e^{-x}\bigr)/(2m+1)$.

## Errors in the table

Let $g_k$ be the stored value of $F_{m+k}(T)$, with $|g_k-F_{m+k}(T)|\le\varepsilon$ for every $k$. Subtracting the exact series gives

$$\left|\sum_{k=0}^{\infty} g_k\frac{(-h)^k}{k!}-F_m(T+h)\right|
\le\sum_{k=0}^{\infty}\varepsilon\,\frac{|h|^k}{k!}=\varepsilon e^{|h|}.$$

```lean
/-- Error propagation: if every entry `g k` of a table approximates `F_(m+k)(T)` to within
`ε`, the series built from the table converges and gives `F_m(T+h)` to within
`ε exp |h|`. -/
theorem table_error (m : ℕ) (T h ε : ℝ) (g : ℕ → ℝ)
    (hg : ∀ k, |g k - boys (m + k) T| ≤ ε) :
    Summable (fun k : ℕ => g k * ((-h) ^ k / (k.factorial : ℝ))) ∧
      |(∑' k : ℕ, g k * ((-h) ^ k / (k.factorial : ℝ))) - boys m (T + h)|
        ≤ ε * Real.exp |h| := by
  have hb : ∀ k : ℕ, ‖(g k - boys (m + k) T) * ((-h) ^ k / (k.factorial : ℝ))‖
      ≤ ε * (|h| ^ k / (k.factorial : ℝ)) := by
    intro k
    rw [Real.norm_eq_abs, abs_mul, abs_div, abs_pow, abs_neg, Nat.abs_cast]
    exact mul_le_mul_of_nonneg_right (hg k) (by positivity)
  have hE := (hasSum_exp |h|).mul_left ε
  have hd := Summable.of_norm_bounded hE.summable hb
  -- the table series is the exact series plus the series of errors
  have hs : HasSum (fun k : ℕ => g k * ((-h) ^ k / (k.factorial : ℝ)))
      ((∑' k : ℕ, (g k - boys (m + k) T) * ((-h) ^ k / (k.factorial : ℝ)))
        + boys m (T + h)) := by
    have e : (fun k : ℕ => g k * ((-h) ^ k / (k.factorial : ℝ)))
        = fun k : ℕ => (g k - boys (m + k) T) * ((-h) ^ k / (k.factorial : ℝ))
          + boys (m + k) T * ((-h) ^ k / (k.factorial : ℝ)) := by
      funext k
      ring
    rw [e]
    exact hd.hasSum.add (hasSum_boys_shift m T h)
  refine ⟨hs.summable, ?_⟩
  rw [hs.tsum_eq, add_sub_cancel_right]
  exact tsum_of_norm_bounded hE hb
```

The table is a function `g : ℕ → ℝ`, an infinite list of entries, and `hg` is the accuracy assumed of each, standing for rounding or quadrature error when the table was made. The conclusion contains both the convergence of the computed series and the error bound. In the proof, `hb` bounds the individual errors, and `hs` writes the table series as the error series plus the exact one. For $|h|\le 0.05$ the factor $e^{|h|}$ is below 1.052, so the step hardly amplifies the table's error.

For a backward step the bound is attained. If $h\le 0$, then $-h=|h|$ and all the weights are non-negative. When every entry is too large by the same $\varepsilon\ge 0$, the errors add without cancellation:

$$\sum_{k=0}^{\infty}\varepsilon\,\frac{(-h)^k}{k!}=\varepsilon e^{|h|}.$$

```lean
/-- For a step `h ≤ 0`, a table whose entries are all too large by the same `ε ≥ 0` gives
`F_m(T+h)` with an error of exactly `ε exp |h|`. -/
theorem table_error_sharp (m : ℕ) (T h ε : ℝ) (hh : h ≤ 0) (hε : 0 ≤ ε) :
    |(∑' k : ℕ, (boys (m + k) T + ε) * ((-h) ^ k / (k.factorial : ℝ))) - boys m (T + h)|
      = ε * Real.exp |h| := by
  have hs : HasSum (fun k : ℕ => (boys (m + k) T + ε) * ((-h) ^ k / (k.factorial : ℝ)))
      (boys m (T + h) + ε * Real.exp (-h)) := by
    convert (hasSum_boys_shift m T h).add ((hasSum_exp (-h)).mul_left ε) using 1
    funext k
    ring
  rw [hs.tsum_eq, add_sub_cancel_left, abs_of_nonpos hh]
  exact abs_of_nonneg (mul_nonneg hε (Real.exp_pos _).le)

end

end BoysTabulation
```

Here `hs` adds the exact series to $\varepsilon$ times the exponential series, and the sign conditions `hh` and `hε` remove the absolute values. No factor smaller than $e^{|h|}$ could therefore serve in the error bound for all tables when $h\le 0$.

```lean
#print axioms BoysTabulation.hasDerivAt_boys
#print axioms BoysTabulation.iteratedDeriv_boys
#print axioms BoysTabulation.table_error
#print axioms BoysTabulation.table_error_sharp
```

```
'BoysTabulation.hasDerivAt_boys' depends on axioms: [propext, Classical.choice, Quot.sound]
'BoysTabulation.iteratedDeriv_boys' depends on axioms: [propext, Classical.choice, Quot.sound]
'BoysTabulation.table_error' depends on axioms: [propext, Classical.choice, Quot.sound]
'BoysTabulation.table_error_sharp' depends on axioms: [propext, Classical.choice, Quot.sound]
```
